# The k-derivative of U†HU is U†(H′ + i[H, T])U when U carries the orbital phases

## Can a k-independent dimer have an interband matrix element?

Let H(k) be the Hermitian Hamiltonian matrix of a tight-binding model at real wave number k, with differentiable entries and derivative H′. Orbital a sits at the real position τ_a in the cell. Write T = diag(τ_a) and U(k) = diag(exp(ikτ_a)), with † for the adjoint and [H, T] = HT − TH.

I have seen Bloch Hamiltonians written both without the orbital phases, as H, and with them, as U†HU. The energies agree, but the k-derivatives, which give the optical matrix elements, seem not to. I believe that

d(U†HU)/dk = U†(H′ + i[H, T])U,

and that between eigenvectors the extra term is i times an energy difference times a matrix element of T. For a dimer with H = tσ_x, where t is a real hopping amplitude and σ_x the Pauli matrix, H′ = 0, yet the interband element should have modulus |t(τ_0 − τ_1)|. Can this be made rigorous and machine-checked?

## The commutator supplies the missing element

Take the inner product ⟨u, v⟩ to be conjugate-linear in u, and abbreviate V = H′ + i[H, T]. The derivative has units of energy times length; dividing by ħ gives a velocity. Taking T diagonal is a physical assumption: each orbital is represented by its centre, and dipole elements between different orbitals are neglected.

### From phase factors to an energy difference

Since U is diagonal, the entries of the dressed Hamiltonian are

(U†HU)_ab = exp(ik(τ_b − τ_a)) H_ab(k).

The product rule gives

d(U†HU)_ab/dk = exp(ik(τ_b − τ_a)) (H′_ab + i(τ_b − τ_a)H_ab).

The commutator has entries

[H, T]_ab = H_ab τ_b − τ_a H_ab = (τ_b − τ_a)H_ab,

so the bracket is V_ab, and the derivative is U†VU. The correction vanishes exactly when (τ_b − τ_a)H_ab = 0 for all a and b, that is, when the matrix H(k) has no element between orbitals with different positions τ in the cell. Hopping between copies of the same orbital in different cells needs no correction: its k-dependence is already in H′.

Now let Hu = E_u u and Hv = E_v v, with real energies. The corresponding eigenvectors of U†HU are U†u and U†v. Because UU† = 1,

⟨U†u, (U†VU)U†v⟩ = ⟨u, Vv⟩.

Hermiticity lets H act to the left:

⟨u, HTv⟩ = ⟨Hu, Tv⟩ = E_u⟨u, Tv⟩,

while ⟨u, THv⟩ = E_v⟨u, Tv⟩. Subtracting, we get

⟨u, Vv⟩ = ⟨u, H′v⟩ + i(E_u − E_v)⟨u, Tv⟩.

For the dimer, p = (1, 1)/√2 has energy t and m = (1, −1)/√2 has energy −t. Their position element is

⟨p, Tm⟩ = (τ_0 − τ_1)/2.

With H′ = 0 and energy difference 2t, the interband element is

i · 2t · (τ_0 − τ_1)/2 = i t(τ_0 − τ_1),

whose modulus is |t(τ_0 − τ_1)|.

The velocity operator is i/ħ times the commutator of the Hamiltonian with position. Between orbitals at x_a and x_b, anywhere in the crystal, it multiplies the hopping element by i(x_b − x_a)/ħ. Differentiating Bloch phases that contain the full orbital positions gives the same factor, apart from 1/ħ, so the derivative of U†HU is the one that represents the velocity. In a non-interacting tight-binding model with diagonal position matrix, the velocity matrix elements are therefore those of H′ + i[H, T] divided by ħ, where H is written without the phases. Between states of equal energy the commutator contributes nothing, so band velocities can be computed from H′ alone. For the dimer, leaving out the commutator would remove the transition altogether whenever t ≠ 0 and the sites are separated.

### The Lean file

```lean
import Mathlib

open Matrix

namespace OpticalGauge

noncomputable section

variable {n : Type*} [Fintype n] [DecidableEq n]

/-- The diagonal matrix `U(k)` of Bloch phases `exp(i k τ_a)` for orbitals at positions `τ_a`. -/
def phase (τ : n → ℝ) (k : ℝ) : Matrix n n ℂ :=
  diagonal fun a => Complex.exp ((k : ℂ) * (τ a : ℂ) * Complex.I)

/-- The position matrix `T`, diagonal in the orbitals. -/
def position (τ : n → ℝ) : Matrix n n ℂ :=
  diagonal fun a => (τ a : ℂ)

/-- The matrix `U(k)* A U(k)`: the operator `A` with the orbital phases included. -/
def dress (τ : n → ℝ) (k : ℝ) (A : Matrix n n ℂ) : Matrix n n ℂ :=
  (phase τ k)ᴴ * A * phase τ k

/-- The matrix `H' + i[H, T]`, built from a Hamiltonian `H`, its `k`-derivative `H'` and
the orbital positions. -/
def velocity (H H' : Matrix n n ℂ) (τ : n → ℝ) : Matrix n n ℂ :=
  H' + Complex.I • (H * position τ - position τ * H)

omit [Fintype n] in
/-- The adjoint of the phase matrix is the phase matrix at the opposite wave number. -/
theorem phase_conjTranspose (τ : n → ℝ) (k : ℝ) : (phase τ k)ᴴ = phase τ (-k) := by
  simp only [phase, Matrix.diagonal_conjTranspose]
  congr 1
  funext a
  rw [Pi.star_apply, Complex.star_def, ← Complex.exp_conj]
  simp

/-- The phase matrix is unitary: `U U* = 1`. -/
theorem phase_mul_conjTranspose (τ : n → ℝ) (k : ℝ) : phase τ k * (phase τ k)ᴴ = 1 := by
  rw [phase_conjTranspose]
  simp only [phase, Matrix.diagonal_mul_diagonal]
  rw [← Matrix.diagonal_one]
  congr 1
  funext a
  rw [← Complex.exp_add]
  simp

/-- Between orbitals `a` and `b`, the commutator adds `i H_ab (τ_b - τ_a)` to `H'_ab`. -/
theorem velocity_apply (H H' : Matrix n n ℂ) (τ : n → ℝ) (a b : n) :
    velocity H H' τ a b = H' a b + Complex.I * (H a b * ((τ b : ℂ) - (τ a : ℂ))) := by
  simp only [velocity, position, Matrix.add_apply, Matrix.smul_apply, Matrix.sub_apply,
    Matrix.mul_diagonal, Matrix.diagonal_mul, smul_eq_mul]
  ring

/-- The derivative of the dressed Hamiltonian: `d(U* H U)/dk = U* (H' + i[H, T]) U`,
entry by entry. -/
theorem hasDerivAt_dress {H : ℝ → Matrix n n ℂ} {H' : Matrix n n ℂ} {k : ℝ} (τ : n → ℝ)
    (hH : ∀ a b, HasDerivAt (fun q => H q a b) (H' a b) k) (a b : n) :
    HasDerivAt (fun q => dress τ q (H q) a b) (dress τ k (velocity (H k) H' τ) a b) k := by
  -- each entry carries the phase of the signed displacement between its two orbitals
  have entry : ∀ (q : ℝ) (A : Matrix n n ℂ), dress τ q A a b =
      Complex.exp ((q : ℂ) * ((τ b : ℂ) - (τ a : ℂ)) * Complex.I) * A a b := by
    intro q A
    have e : Complex.exp ((q : ℂ) * ((τ b : ℂ) - (τ a : ℂ)) * Complex.I) =
        Complex.exp (((-q : ℝ) : ℂ) * (τ a : ℂ) * Complex.I) *
          Complex.exp ((q : ℂ) * (τ b : ℂ) * Complex.I) := by
      rw [← Complex.exp_add]
      congr 1
      push_cast
      ring
    rw [dress, phase_conjTranspose, e]
    simp only [phase, Matrix.mul_diagonal, Matrix.diagonal_mul]
    ring
  have h0 : HasDerivAt (fun q : ℝ => (q : ℂ)) 1 k :=
    (hasDerivAt_id' k).ofReal_comp.congr_deriv Complex.ofReal_one
  have h1 := ((h0.mul_const ((τ b : ℂ) - (τ a : ℂ))).mul_const Complex.I).cexp
  -- product rule for phase times matrix element
  have h2 := h1.fun_mul (hH a b)
  simp only [entry]
  refine h2.congr_deriv ?_
  rw [velocity_apply]
  ring

/-- The correction `i[H, T]` vanishes exactly when `H` has no matrix element between
orbitals at different positions. -/
theorem velocity_eq_iff (H H' : Matrix n n ℂ) (τ : n → ℝ) :
    velocity H H' τ = H' ↔ ∀ a b, τ a ≠ τ b → H a b = 0 := by
  constructor
  · intro h a b hab
    have h1 := congrFun (congrFun h a) b
    rw [velocity_apply] at h1
    have h2 : Complex.I * (H a b * ((τ b : ℂ) - (τ a : ℂ))) = 0 := by
      linear_combination h1
    have h3 : (τ b : ℂ) - (τ a : ℂ) ≠ 0 :=
      sub_ne_zero.mpr fun e => hab (Complex.ofReal_injective e).symm
    exact (mul_eq_zero.mp ((mul_eq_zero.mp h2).resolve_left Complex.I_ne_zero)).resolve_right h3
  · intro h
    ext a b
    rw [velocity_apply]
    by_cases hab : τ a = τ b
    · rw [hab]
      ring
    · rw [h a b hab]
      ring

/-- Between eigenvectors of a Hermitian `H`, the commutator `i[H, T]` contributes
`i (E_u - E_v) ⟨u, T v⟩`. -/
theorem velocity_element {H : Matrix n n ℂ} (H' : Matrix n n ℂ) (τ : n → ℝ)
    (hH : H.IsHermitian) {u v : n → ℂ} {Eu Ev : ℝ}
    (hu : H *ᵥ u = (Eu : ℂ) • u) (hv : H *ᵥ v = (Ev : ℂ) • v) :
    star u ⬝ᵥ velocity H H' τ *ᵥ v = star u ⬝ᵥ H' *ᵥ v +
      Complex.I * ((Eu : ℂ) - (Ev : ℂ)) * (star u ⬝ᵥ position τ *ᵥ v) := by
  -- a Hermitian matrix acts to the left with the same real energy
  have hl : star u ᵥ* H = (Eu : ℂ) • star u := by
    have h := congrArg star hu
    rw [Matrix.star_mulVec, hH.eq] at h
    rw [h]
    ext i
    simp
  have h1 : star u ⬝ᵥ (H * position τ) *ᵥ v = (Eu : ℂ) * (star u ⬝ᵥ position τ *ᵥ v) := by
    rw [← Matrix.mulVec_mulVec, Matrix.dotProduct_mulVec (star u) H, hl, smul_dotProduct,
      smul_eq_mul]
  have h2 : star u ⬝ᵥ (position τ * H) *ᵥ v = (Ev : ℂ) * (star u ⬝ᵥ position τ *ᵥ v) := by
    rw [← Matrix.mulVec_mulVec, hv, Matrix.mulVec_smul, dotProduct_smul, smul_eq_mul]
  rw [velocity, Matrix.add_mulVec, Matrix.smul_mulVec, Matrix.sub_mulVec, dotProduct_add,
    dotProduct_smul, dotProduct_sub, h1, h2, smul_eq_mul]
  ring

/-- Let `D` be the `k`-derivative of `U* H U`. Its element between the transformed eigenvectors
`U* u` and `U* v` is `⟨u, H' v⟩ + i (E_u - E_v) ⟨u, T v⟩`. -/
theorem dressed_derivative_element {H : ℝ → Matrix n n ℂ} {H' D : Matrix n n ℂ} {k : ℝ}
    {τ : n → ℝ} (hH' : ∀ a b, HasDerivAt (fun q => H q a b) (H' a b) k)
    (hD : ∀ a b, HasDerivAt (fun q => dress τ q (H q) a b) (D a b) k)
    (hH : (H k).IsHermitian) {u v : n → ℂ} {Eu Ev : ℝ}
    (hu : H k *ᵥ u = (Eu : ℂ) • u) (hv : H k *ᵥ v = (Ev : ℂ) • v) :
    star ((phase τ k)ᴴ *ᵥ u) ⬝ᵥ D *ᵥ ((phase τ k)ᴴ *ᵥ v) = star u ⬝ᵥ H' *ᵥ v +
      Complex.I * ((Eu : ℂ) - (Ev : ℂ)) * (star u ⬝ᵥ position τ *ᵥ v) := by
  have hDeq : D = dress τ k (velocity (H k) H' τ) := by
    ext a b
    exact (hD a b).unique (hasDerivAt_dress τ hH' a b)
  -- the phases of operator and states cancel
  have hact : D *ᵥ ((phase τ k)ᴴ *ᵥ v) = (phase τ k)ᴴ *ᵥ (velocity (H k) H' τ *ᵥ v) := by
    rw [hDeq, dress, Matrix.mulVec_mulVec, Matrix.mulVec_mulVec,
      Matrix.mul_assoc ((phase τ k)ᴴ * velocity (H k) H' τ), phase_mul_conjTranspose,
      Matrix.mul_one]
  rw [hact, Matrix.star_mulVec, Matrix.conjTranspose_conjTranspose, ← Matrix.dotProduct_mulVec,
    Matrix.mulVec_mulVec, phase_mul_conjTranspose, Matrix.one_mulVec,
    velocity_element H' τ hH hu hv]

/-- The dimer Hamiltonian `t σ_x`. -/
def dimer (t : ℝ) : Matrix (Fin 2) (Fin 2) ℂ := !![0, (t : ℂ); (t : ℂ), 0]

/-- The amplitude `1/√2`. -/
def amp : ℂ := (((Real.sqrt 2)⁻¹ : ℝ) : ℂ)

/-- The even combination of the two dimer orbitals. -/
def evenState : Fin 2 → ℂ := ![amp, amp]

/-- The odd combination of the two dimer orbitals. -/
def oddState : Fin 2 → ℂ := ![amp, -amp]

/-- The amplitude `1/√2` has squared modulus one half. -/
theorem amp_sq : star amp * amp = 1 / 2 := by
  have h : star amp = amp := Complex.conj_ofReal _
  rw [h, amp, ← Complex.ofReal_mul, ← mul_inv, Real.mul_self_sqrt (by norm_num)]
  norm_num

/-- The even and odd states are normalised eigenvectors of the dimer with energies
`t` and `-t`. -/
theorem dimer_states (t : ℝ) :
    dimer t *ᵥ evenState = (t : ℂ) • evenState ∧
    dimer t *ᵥ oddState = ((-t : ℝ) : ℂ) • oddState ∧
    star evenState ⬝ᵥ evenState = 1 ∧ star oddState ⬝ᵥ oddState = 1 := by
  refine ⟨?_, ?_, ?_, ?_⟩
  · ext i
    fin_cases i <;> simp [dimer, evenState, Matrix.mulVec, dotProduct, Fin.sum_univ_two]
  · ext i
    fin_cases i <;> simp [dimer, oddState, Matrix.mulVec, dotProduct, Fin.sum_univ_two]
  · simp only [evenState, dotProduct, Fin.sum_univ_two, Pi.star_apply, Matrix.cons_val_zero,
      Matrix.cons_val_one]
    linear_combination 2 * amp_sq
  · simp only [oddState, dotProduct, Fin.sum_univ_two, Pi.star_apply, Matrix.cons_val_zero,
      Matrix.cons_val_one, star_neg]
    linear_combination 2 * amp_sq

/-- For the `k`-independent dimer, the derivative `D` of `U* H U` has an element of modulus
`|t (τ_0 - τ_1)|` between the transformed even and odd states. -/
theorem dimer_interband (t k : ℝ) (τ : Fin 2 → ℝ) {D : Matrix (Fin 2) (Fin 2) ℂ}
    (hD : ∀ a b, HasDerivAt (fun q => dress τ q (dimer t) a b) (D a b) k) :
    ‖star ((phase τ k)ᴴ *ᵥ evenState) ⬝ᵥ D *ᵥ ((phase τ k)ᴴ *ᵥ oddState)‖ =
      |t * (τ 0 - τ 1)| := by
  have hherm : (dimer t).IsHermitian := Matrix.IsHermitian.ext fun i j => by
    fin_cases i <;> fin_cases j <;> simp [dimer]
  -- the bare Hamiltonian is constant, so only the position term survives
  have h := dressed_derivative_element (H := fun _ => dimer t) (H' := 0)
    (fun a b => hasDerivAt_const k (dimer t a b)) hD hherm
    (dimer_states t).1 (dimer_states t).2.1
  have hT : star evenState ⬝ᵥ position τ *ᵥ oddState = ((τ 0 : ℂ) - (τ 1 : ℂ)) / 2 := by
    simp only [position, evenState, oddState, dotProduct, Fin.sum_univ_two, Pi.star_apply,
      Matrix.mulVec_diagonal, Matrix.cons_val_zero, Matrix.cons_val_one]
    linear_combination ((τ 0 : ℂ) - (τ 1 : ℂ)) * amp_sq
  have hval : 0 + Complex.I * ((t : ℂ) - ((-t : ℝ) : ℂ)) * (((τ 0 : ℂ) - (τ 1 : ℂ)) / 2) =
      Complex.I * ((t * (τ 0 - τ 1) : ℝ) : ℂ) := by
    push_cast
    ring
  rw [h, Matrix.zero_mulVec, dotProduct_zero, hT, hval, norm_mul, Complex.norm_I, one_mul,
    Complex.norm_real, Real.norm_eq_abs]

end

end OpticalGauge
```

```lean
#print axioms OpticalGauge.velocity_eq_iff
#print axioms OpticalGauge.dressed_derivative_element
#print axioms OpticalGauge.dimer_interband
```

```
'OpticalGauge.velocity_eq_iff' depends on axioms: [propext, Classical.choice, Quot.sound]
'OpticalGauge.dressed_derivative_element' depends on axioms: [propext, Classical.choice, Quot.sound]
'OpticalGauge.dimer_interband' depends on axioms: [propext, Classical.choice, Quot.sound]
```

### What the types and hypotheses say

The orbitals are the elements of a finite type `n`, and operators are complex matrices indexed by it. The definitions `phase τ k` and `position τ` are U(k) and T. The operation `dress τ k A` forms U†AU, and `velocity H H' τ` is V. Lean writes the adjoint as `ᴴ`, the action of a matrix on a vector as `*ᵥ`, and the inner product ⟨u, w⟩ as `star u ⬝ᵥ w`.

Differentiability is stated entry by entry: for all a and b, the function `fun q => H q a b` has derivative `H' a b` at k. The theorem `hasDerivAt_dress` then says that each entry of the dressed Hamiltonian has the corresponding entry of U†VU as its derivative. It needs no Hermiticity.

In `dressed_derivative_element`, the matrix `D` is known only through `hD`, which says that it is the entrywise derivative of the dressed Hamiltonian. The conclusion is the formula for its element between U†u and U†v. Hermiticity is required only at the point k, and the energies `Eu` and `Ev` are real numbers. The vectors need not be normalised, though a physical matrix element calls for normalised ones.

The theorem `dimer_states` confirms that `evenState` and `oddState`, our p and m, are normalised eigenvectors with energies t and −t. The theorem `dimer_interband` gives the modulus for every real t, k and pair of positions, including t = 0 and coincident sites, where it is zero.

The setting is an orthonormal orbital basis and one component of the wave vector. The file treats matrix elements; it does not derive the coupling to light or an absorption spectrum.

### How the proof follows the calculation

`phase_conjTranspose` shows that U(k)† = U(−k), and `phase_mul_conjTranspose` uses it to obtain UU† = 1. `velocity_apply` writes out the entries of V.

Inside `hasDerivAt_dress`, the step `entry` collects the two orbital phases into exp(ik(τ_b − τ_a)). Then `h1` differentiates this exponential and `h2` applies the product rule. The final `ring` identifies the result with the entry of U†VU.

For `velocity_eq_iff`, one direction cancels the nonzero factors i and τ_b − τ_a. The other treats equal and different positions separately.

In `velocity_element`, `hl` takes the adjoint of the eigenvalue equation for u, so that H acts to the left. The steps `h1` and `h2` evaluate the two halves of the commutator, and their difference gives E_u − E_v.

The main theorem first obtains `hDeq`: since a derivative is unique, `D` must equal U†VU. Next, `hact` cancels UU† on the right; the closing rewrite cancels it on the left and calls `velocity_element`.

For the dimer, `amp_sq` evaluates the squared modulus of 1/√2, which settles the normalisation and the position element `hT`. The proof of `dimer_interband` feeds a constant Hamiltonian with `H' := 0` into the main theorem, and `hval` simplifies the remaining product to i t(τ_0 − τ_1) before the modulus is taken.

### A position matrix with off-diagonal dipoles

The model could have taken T to be any k-independent Hermitian matrix, with U(k) = exp(ikT). This would admit dipole elements between different orbitals in the cell. Since T commutes with U, the product rule leads to the same commutator formula. One can differentiate the matrix exponential directly, or pass to a k-independent eigenbasis of T, where the scalar phases return with the eigenvalues of T as positions. The correction vanishes exactly when H commutes with T, which in the original basis is no longer a comparison of orbital positions.

### The second derivative

If H is twice differentiable, the same argument applied to V gives U†(V′ + i[V, T])U for the second derivative of U†HU. Expanding the bracket yields

V′ + i[V, T] = H″ + 2i[H′, T] − [[H, T], T].

I worked out this formula and the exponential variant by hand; the file stops at the first derivative with diagonal T.
